# The equal-mass one-loop bubble in dlog form in the Landau variable at spacelike momentum

When two electrons scatter, the exchanged photon can turn into a virtual electron–positron pair and back. The loop contains two propagators of equal mass m, and the photon carries a squared momentum s, which is negative in such an exchange. Reducing the loop to scalar integrals leaves a one-propagator tadpole, which does not depend on s, and the bubble, whose dependence on s involves the threshold root √(s(s − 4m²)). How does the bubble vary with s once this root has been removed by a change of variable?

For 0 < x < 1, the Landau variable x does this through s = −m²(1−x)²/x. Units have ħ = c = 1, and spacelike momentum means s < 0. Many textbooks use x for the Feynman parameter; here that parameter is y.

## The variable and the two integrals

```lean
import Mathlib

open Real

namespace LandauBubble

noncomputable section
```

In what follows, a `def` introduces a function and a `theorem` states a result, with its hypotheses before the colon and its proof after `:=`.

```lean
/-- The squared momentum `s = -m²(1-x)²/x` as a function of the Landau variable `x ≠ 0`. -/
def landauS (m x : ℝ) : ℝ := -(m ^ 2 * (1 - x) ^ 2 / x)
```

`landauS m x` is s as a function of two real numbers, the mass and the Landau variable.

```lean
/-- The Feynman-parameter logarithm of the equal-mass one-loop bubble,
for `m ≠ 0` and `s < 4m²`. -/
def bubbleLog (m s : ℝ) : ℝ :=
  ∫ y in (0 : ℝ)..1, Real.log (1 - y * (1 - y) * s / m ^ 2)
```

This is the integral

B = ∫₀¹ ln(1 − y(1−y)s/m²) dy.

Up to normalisation, −B is the momentum-dependent finite part of the four-dimensional bubble, subtracted at s = 0.

```lean
/-- The Feynman-parameter integral of the equal-mass bubble in two dimensions,
for `m ≠ 0` and `s < 4m²`. -/
def bubbleTwo (m s : ℝ) : ℝ :=
  ∫ y in (0 : ℝ)..1, 1 / (m ^ 2 - y * (1 - y) * s)
```

This is

J = ∫₀¹ dy / (m² − y(1−y)s),

the bubble in two dimensions up to a constant factor. Both definitions start from the Feynman-parameter form. The passage from the momentum-space loop to that form, including Wick rotation and the subtraction of the divergence, is taken as input.

## The root and the denominator become rational

```lean
/-- For `0 < x < 1` the Landau variable rationalises the threshold square root. -/
theorem landau_root {m x : ℝ} (h0 : 0 < x) (h1 : x < 1) :
    √(landauS m x * (landauS m x - 4 * m ^ 2)) = m ^ 2 * (1 - x ^ 2) / x := by
  have h : landauS m x * (landauS m x - 4 * m ^ 2) = (m ^ 2 * (1 - x ^ 2) / x) ^ 2 := by
    unfold landauS
    field_simp
    ring
  have hx : 0 ≤ 1 - x ^ 2 := by nlinarith
  rw [h, Real.sqrt_sq (div_nonneg (mul_nonneg (sq_nonneg m) hx) h0.le)]
```

By hand, s − 4m² = −m²[(1−x)² + 4x]/x = −m²(1+x)²/x, so

s(s − 4m²) = [m²(1−x²)/x]².

The bracket is non-negative for 0 < x < 1, so it is the root. In Lean, `field_simp` clears denominators and `ring` checks the polynomial identity; `Real.sqrt_sq` then uses the sign.

```lean
/-- For `x ≠ 0` the Feynman denominator of the bubble splits into two factors linear in the
Feynman parameter `y`. -/
theorem landau_factor {x : ℝ} (m y : ℝ) (hx : x ≠ 0) :
    m ^ 2 - y * (1 - y) * landauS m x
      = m ^ 2 * ((x + (1 - x) * y) * (1 - (1 - x) * y) / x) := by
  unfold landauS
  field_simp
  ring
```

Write u = x + (1−x)y and v = 1 − (1−x)y. Multiplying out gives uv = x + (1−x)²y(1−y), and therefore

m² − y(1−y)s = m²uv/x.

```lean
/-- For `0 < x < 1` both linear factors are positive on the whole range `0 ≤ y ≤ 1`
of the Feynman parameter. -/
theorem factors_pos {x y : ℝ} (h0 : 0 < x) (h1 : x < 1) (hy0 : 0 ≤ y) (hy1 : y ≤ 1) :
    0 < x + (1 - x) * y ∧ 0 < 1 - (1 - x) * y := by
  have a := mul_nonneg (sub_nonneg.2 h1.le) hy0
  have b := mul_nonneg (sub_nonneg.2 h1.le) (sub_nonneg.2 hy1)
  constructor <;> nlinarith
```

Since u = x(1−y) + y and v = (1−y) + xy, both are positive for 0 ≤ y ≤ 1. The logarithm of the product may then be split, and the denominator of J never vanishes.

## The four-dimensional logarithm

```lean
/-- For `m > 0` and `0 < x < 1` the bubble logarithm integrates to
`-2 - ((1+x)/(1-x)) ln x`. -/
theorem bubbleLog_landau {m x : ℝ} (hm : 0 < m) (h0 : 0 < x) (h1 : x < 1) :
    bubbleLog m (landauS m x) = -2 - (1 + x) / (1 - x) * Real.log x := by
  have hi : (1 - x) * (1 - x)⁻¹ = 1 := mul_inv_cancel₀ (sub_pos.2 h1).ne'
  have hf : ∀ y : ℝ, 1 - y * (1 - y) * landauS m x / m ^ 2
      = (x + (1 - x) * y) * (1 - (1 - x) * y) / x := by
    intro y
    have hm' := hm.ne'
    unfold landauS
    field_simp
    ring
  have hpos : ∀ y ∈ Set.uIcc (0 : ℝ) 1, 0 < 1 - y * (1 - y) * landauS m x / m ^ 2 := by
    intro y hy
    rw [Set.uIcc_of_le zero_le_one] at hy
    obtain ⟨hu, hv⟩ := factors_pos h0 h1 hy.1 hy.2
    rw [hf]
    exact div_pos (mul_pos hu hv) h0
  -- an explicit primitive, built from `u ln u - u` for each linear factor
  have hder : ∀ y ∈ Set.uIcc (0 : ℝ) 1, HasDerivAt (fun y : ℝ =>
      (((x + (1 - x) * y) * Real.log (x + (1 - x) * y) - (x + (1 - x) * y))
        - ((1 - (1 - x) * y) * Real.log (1 - (1 - x) * y) - (1 - (1 - x) * y))) / (1 - x)
        - y * Real.log x)
      (Real.log (1 - y * (1 - y) * landauS m x / m ^ 2)) y := by
    intro y hy
    rw [Set.uIcc_of_le zero_le_one] at hy
    obtain ⟨hu, hv⟩ := factors_pos h0 h1 hy.1 hy.2
    have du : HasDerivAt (fun y : ℝ => x + (1 - x) * y) (1 - x) y :=
      (((hasDerivAt_id' y).const_mul (1 - x)).const_add x).congr_deriv (by ring)
    have dv : HasDerivAt (fun y : ℝ => 1 - (1 - x) * y) (-(1 - x)) y :=
      (((hasDerivAt_id' y).const_mul (1 - x)).const_sub 1).congr_deriv (by ring)
    refine (((((du.fun_mul (du.log hu.ne')).fun_sub du).fun_sub
      ((dv.fun_mul (dv.log hv.ne')).fun_sub dv)).div_const (1 - x)).fun_sub
      ((hasDerivAt_id' y).mul_const (Real.log x))).congr_deriv ?_
    rw [hf, Real.log_div (mul_pos hu hv).ne' h0.ne', Real.log_mul hu.ne' hv.ne']
    have e1 : (x + (1 - x) * y) * ((1 - x) / (x + (1 - x) * y)) = 1 - x :=
      mul_div_cancel₀ _ hu.ne'
    have e2 : (1 - (1 - x) * y) * (-(1 - x) / (1 - (1 - x) * y)) = -(1 - x) :=
      mul_div_cancel₀ _ hv.ne'
    linear_combination (Real.log (x + (1 - x) * y) + Real.log (1 - (1 - x) * y)) * hi
      + (1 - x)⁻¹ * (e1 - e2)
  have hc : ContinuousOn (fun y : ℝ => Real.log (1 - y * (1 - y) * landauS m x / m ^ 2))
      (Set.uIcc 0 1) :=
    ContinuousOn.log (Continuous.continuousOn (by fun_prop)) (fun y hy => (hpos y hy).ne')
  have key := intervalIntegral.integral_eq_sub_of_hasDerivAt hder hc.intervalIntegrable
  have a1 : x + (1 - x) * 1 = 1 := by ring
  have a2 : 1 - (1 - x) * 1 = x := by ring
  have a3 : x + (1 - x) * 0 = x := by ring
  have a4 : 1 - (1 - x) * 0 = 1 := by ring
  simp only [a1, a2, a3, a4, Real.log_one] at key
  rw [bubbleLog, key]
  linear_combination (Real.log x - 2) * hi
```

The theorem says B = −2 − ((1+x)/(1−x)) ln x. The integrand is ln u + ln v − ln x. As y runs from 0 to 1, u runs from x to 1 and v from 1 to x, so the two integrals are equal:

∫₀¹ ln u dy = [u ln u − u]ₓ¹/(1−x) = −1 − x ln x/(1−x).

Adding them and subtracting ln x gives

B = −2 − 2x ln x/(1−x) − ln x = −2 − ((1+x)/(1−x)) ln x.

In the proof, `hf` is the factorisation and `hder` verifies the primitive

[(u ln u − u) − (v ln v − v)]/(1−x) − y ln x.

The fundamental theorem of calculus enters at `key`, with continuity supplied by `hc`. The facts `a1` to `a4` evaluate u and v at the endpoints.

```lean
/-- For `m > 0` and `0 < x < 1` the bubble logarithm, shifted by 2 and multiplied by
`(1-x)/(1+x)`, has derivative `-1/x` in the Landau variable. -/
theorem bubbleLog_dlog {m x : ℝ} (hm : 0 < m) (h0 : 0 < x) (h1 : x < 1) :
    HasDerivAt (fun t => (1 - t) / (1 + t) * (bubbleLog m (landauS m t) + 2)) (-1 / x) x := by
  have h := (Real.hasDerivAt_log h0.ne').fun_neg
  refine (h.congr_of_eventuallyEq ?_).congr_deriv (by ring)
  filter_upwards [Ioo_mem_nhds h0 h1] with t ht
  have p : 1 - t ≠ 0 := (sub_pos.2 ht.2).ne'
  have q : 1 + t ≠ 0 := (add_pos one_pos ht.1).ne'
  have e : (1 - t) / (1 + t) * ((1 + t) / (1 - t)) = 1 := by field_simp
  rw [bubbleLog_landau hm ht.1 ht.2]
  linear_combination (-Real.log t) * e
```

`HasDerivAt f c x` means that f is differentiable at x with derivative c. From the previous result,

((1−x)/(1+x))(B + 2) = −ln x,

whose derivative is −1/x. A derivative depends on nearby values, so the proof establishes this equality throughout the interval (0,1), a neighbourhood of x, and then transfers the derivative of −ln x.

## The two-dimensional bubble needs only a factor

```lean
/-- For `m > 0` and `0 < x < 1` the two-dimensional bubble times the threshold square root
is `-2 ln x`. -/
theorem bubbleTwo_landau {m x : ℝ} (hm : 0 < m) (h0 : 0 < x) (h1 : x < 1) :
    √(landauS m x * (landauS m x - 4 * m ^ 2)) * bubbleTwo m (landauS m x)
      = -2 * Real.log x := by
  have hm' := hm.ne'
  have hx := h0.ne'
  have p : 1 - x ≠ 0 := (sub_pos.2 h1).ne'
  have q : 1 + x ≠ 0 := (add_pos one_pos h0).ne'
  -- partial fractions for the two linear factors
  have alg : ∀ u v : ℝ, u ≠ 0 → v ≠ 0 → u + v = 1 + x →
      x / (m ^ 2 * ((1 - x) * (1 + x))) * ((1 - x) / u - -(1 - x) / v)
        = 1 / (m ^ 2 * (u * v / x)) := by
    intro u v hu hv h
    have e : (1 - x) / u - -(1 - x) / v = (1 - x) * (1 + x) / (u * v) := by
      rw [← h]
      field_simp
      ring
    rw [e]
    field_simp
  have hder : ∀ y ∈ Set.uIcc (0 : ℝ) 1, HasDerivAt (fun y : ℝ =>
      x / (m ^ 2 * ((1 - x) * (1 + x)))
        * (Real.log (x + (1 - x) * y) - Real.log (1 - (1 - x) * y)))
      (1 / (m ^ 2 - y * (1 - y) * landauS m x)) y := by
    intro y hy
    rw [Set.uIcc_of_le zero_le_one] at hy
    obtain ⟨hu, hv⟩ := factors_pos h0 h1 hy.1 hy.2
    have du : HasDerivAt (fun y : ℝ => x + (1 - x) * y) (1 - x) y :=
      (((hasDerivAt_id' y).const_mul (1 - x)).const_add x).congr_deriv (by ring)
    have dv : HasDerivAt (fun y : ℝ => 1 - (1 - x) * y) (-(1 - x)) y :=
      (((hasDerivAt_id' y).const_mul (1 - x)).const_sub 1).congr_deriv (by ring)
    refine (((du.log hu.ne').fun_sub (dv.log hv.ne')).const_mul _).congr_deriv ?_
    rw [landau_factor m y hx]
    exact alg _ _ hu.ne' hv.ne' (by ring)
  have hc : ContinuousOn (fun y : ℝ => 1 / (m ^ 2 - y * (1 - y) * landauS m x))
      (Set.uIcc 0 1) := by
    refine ContinuousOn.div continuousOn_const (Continuous.continuousOn (by fun_prop)) ?_
    intro y hy
    rw [Set.uIcc_of_le zero_le_one] at hy
    obtain ⟨hu, hv⟩ := factors_pos h0 h1 hy.1 hy.2
    rw [landau_factor m y hx]
    exact (mul_pos (pow_pos hm 2) (div_pos (mul_pos hu hv) h0)).ne'
  have key := intervalIntegral.integral_eq_sub_of_hasDerivAt hder hc.intervalIntegrable
  have a1 : x + (1 - x) * 1 = 1 := by ring
  have a2 : 1 - (1 - x) * 1 = x := by ring
  have a3 : x + (1 - x) * 0 = x := by ring
  have a4 : 1 - (1 - x) * 0 = 1 := by ring
  simp only [a1, a2, a3, a4, Real.log_one] at key
  have e : m ^ 2 * (1 - x ^ 2) / x * (x / (m ^ 2 * ((1 - x) * (1 + x)))) = 1 := by
    rw [show 1 - x ^ 2 = (1 - x) * (1 + x) by ring]
    field_simp
  rw [landau_root h0 h1, bubbleTwo, key]
  linear_combination (-2 * Real.log x) * e
```

The statement is √(s(s − 4m²)) · J = −2 ln x. Because u + v = 1 + x,

1/(uv) = (1/u + 1/v)/(1+x).

Each of ∫₀¹ dy/u and ∫₀¹ dy/v equals −ln x/(1−x). Hence

J = (x/m²) ∫₀¹ dy/(uv) = −2x ln x/(m²(1−x²)),

and multiplication by m²(1−x²)/x gives the result. In Lean, `alg` is the partial-fraction identity, `hder` checks a primitive proportional to ln u − ln v, and `e` cancels the prefactors.

```lean
/-- For `m > 0` and `0 < x < 1` the two-dimensional bubble times the threshold square root
has derivative `-2/x` in the Landau variable. -/
theorem bubbleTwo_dlog {m x : ℝ} (hm : 0 < m) (h0 : 0 < x) (h1 : x < 1) :
    HasDerivAt (fun t => √(landauS m t * (landauS m t - 4 * m ^ 2))
      * bubbleTwo m (landauS m t)) (-2 / x) x := by
  have h := (Real.hasDerivAt_log h0.ne').const_mul (-2)
  refine (h.congr_of_eventuallyEq ?_).congr_deriv (by ring)
  filter_upwards [Ioo_mem_nhds h0 h1] with t ht
  exact bubbleTwo_landau hm ht.1 ht.2
```

Differentiating gives −2/x, by the same neighbourhood argument. With F = √(s(s − 4m²)) · J, this reads

dF = −2 dx/x = −2 d ln x.

This is the dlog form: the differential is a constant times that of a logarithm. No constant has to be added to J first, whereas B was shifted by 2.

In a calculation by differential equations, one integrates this relation from x = 1, that is s = 0. There J = 1/m² is finite and the root vanishes, so F = 0 and F = −2 ln x follows. If F then feeds a further integral with kernel dx/(1+x), the next step is

∫ ln x/(1+x) dx = ln x ln(1+x) + Li₂(−x) + constant,

where Li₂ is the dilogarithm. The theorems supply the one-loop, equal-mass input to such a step.

## Returning to the momentum

```lean
/-- For `m > 0` and spacelike momentum `s < 0` the bubble logarithm is
`-2 + β ln((β+1)/(β-1))` with `β = √(1 - 4m²/s)`. -/
theorem bubbleLog_spacelike {m s : ℝ} (hm : 0 < m) (hs : s < 0) :
    bubbleLog m s = -2 + √(1 - 4 * m ^ 2 / s)
      * Real.log ((√(1 - 4 * m ^ 2 / s) + 1) / (√(1 - 4 * m ^ 2 / s) - 1)) := by
  have hneg : 4 * m ^ 2 / s < 0 := div_neg_of_pos_of_neg (by positivity) hs
  have hq : 4 * m ^ 2 / s * s = 4 * m ^ 2 := div_mul_cancel₀ _ hs.ne
  have hb0 := Real.sqrt_nonneg (1 - 4 * m ^ 2 / s)
  have hb2 := Real.sq_sqrt (show 0 ≤ 1 - 4 * m ^ 2 / s by linarith)
  generalize √(1 - 4 * m ^ 2 / s) = b at hb0 hb2 ⊢
  have hb : 1 < b := by nlinarith
  have p : b - 1 ≠ 0 := (sub_pos.2 hb).ne'
  have q : b + 1 ≠ 0 := by positivity
  have hx0 : 0 < (b - 1) / (b + 1) := div_pos (by linarith) (by linarith)
  have hx1 : (b - 1) / (b + 1) < 1 := by
    rw [div_lt_one (by linarith)]
    linarith
  have r1 : 1 + (b - 1) / (b + 1) = 2 * b / (b + 1) := by
    field_simp
    ring
  have r2 : 1 - (b - 1) / (b + 1) = 2 / (b + 1) := by
    field_simp
    ring
  -- the Landau variable belonging to `s` is `(β-1)/(β+1)`
  have hsx : landauS m ((b - 1) / (b + 1)) = s := by
    have e : landauS m ((b - 1) / (b + 1)) = -(4 * m ^ 2) / ((b - 1) * (b + 1)) := by
      rw [landauS, r2]
      field_simp
      ring
    rw [e, div_eq_iff (mul_ne_zero p q)]
    linear_combination hq - s * hb2
  have h := bubbleLog_landau hm hx0 hx1
  have r3 : 2 * b / (b + 1) / (2 / (b + 1)) = b := by field_simp
  have hl : Real.log ((b - 1) / (b + 1)) = -Real.log ((b + 1) / (b - 1)) := by
    rw [← Real.log_inv, inv_div]
  rw [hsx, r1, r2, r3, hl] at h
  rw [h]
  ring

end

end LandauBubble
```

For every s < 0, with β = √(1 − 4m²/s),

B = −2 + β ln((β+1)/(β−1)).

Here β > 1, so it is not the particle velocity that the same expression denotes above threshold. Set x = (β−1)/(β+1), which lies between 0 and 1. Then 1 − x = 2/(β+1), and

(1−x)²/x = 4/(β²−1) = −s/m²,

so this x belongs to the given s. Also (1+x)/(1−x) = β, and the earlier formula for B becomes the one stated. The proof calls the root `b`, checks the inverse map in `hsx`, and applies `bubbleLog_landau`.

At s = −m²/2, for example, β = 3 and x = 1/2, so B = −2 + 3 ln 2 ≈ 0.079. The results concern s < 0; pair production at s > 4m² requires an analytic continuation with a choice of branch.

```lean
#print axioms LandauBubble.bubbleLog_dlog
#print axioms LandauBubble.bubbleTwo_dlog
#print axioms LandauBubble.bubbleLog_spacelike
```

```
'LandauBubble.bubbleLog_dlog' depends on axioms: [propext, Classical.choice, Quot.sound]
'LandauBubble.bubbleTwo_dlog' depends on axioms: [propext, Classical.choice, Quot.sound]
'LandauBubble.bubbleLog_spacelike' depends on axioms: [propext, Classical.choice, Quot.sound]
```
